# Closed form of the CI state-transfer rotation for a real unit vector and an orthogonal step

To describe the rotation of one configuration-interaction (CI) state into another, a CI vector is taken here to be a real function on a finite set of configurations, and the rotation to be the matrix exponential of an antisymmetric generator. For a unit vector c and a nonzero vector s orthogonal to it, the exponential exp(K) of the generator K = s cᵀ − c sᵀ turns c through the angle d = √(s·s) in the plane of c and s.

```lean
import Mathlib

open scoped Matrix Matrix.Norms.Operator

namespace CIStateTransfer

noncomputable section

variable {n : Type*} [Fintype n] [DecidableEq n]

/-- The state-transfer generator `K = s cᵀ - c sᵀ` built from two real CI vectors. -/
def generator (c s : n → ℝ) : Matrix n n ℝ :=
  Matrix.vecMulVec s c - Matrix.vecMulVec c s

/-- The Euclidean norm `d = √(s · s)` of a real CI vector. -/
def ciNorm (s : n → ℝ) : ℝ := √(s ⬝ᵥ s)

omit [DecidableEq n] in
private lemma ciNorm_sq (s : n → ℝ) : ciNorm s ^ 2 = s ⬝ᵥ s :=
  Real.sq_sqrt (Finset.sum_nonneg fun i _ => mul_self_nonneg (s i))

omit [DecidableEq n] in
private lemma outer_mul_outer (a b p q : n → ℝ) :
    Matrix.vecMulVec a b * Matrix.vecMulVec p q = (b ⬝ᵥ p) • Matrix.vecMulVec a q := by
  ext i j
  simp only [Matrix.mul_apply, Matrix.vecMulVec_apply, Matrix.smul_apply, dotProduct,
    smul_eq_mul, Finset.sum_mul]
  exact Finset.sum_congr rfl fun k _ => by ring

omit [Fintype n] [DecidableEq n] in
private lemma generator_smul (c s : n → ℝ) (a : ℝ) :
    generator c (a • s) = a • generator c s := by
  ext i j
  simp only [generator, Matrix.sub_apply, Matrix.smul_apply, Matrix.vecMulVec_apply,
    Pi.smul_apply, smul_eq_mul]
  ring

omit [DecidableEq n] in
/-- The generator acts on a CI vector `v` through its overlaps with `c` and `s`:
`K v = (c · v) s - (s · v) c`. -/
theorem generator_mulVec (c s v : n → ℝ) :
    generator c s *ᵥ v = (c ⬝ᵥ v) • s - (s ⬝ᵥ v) • c := by
  rw [generator, Matrix.sub_mulVec]
  ext i
  simp only [Pi.sub_apply, Pi.smul_apply, smul_eq_mul, Matrix.mulVec, dotProduct,
    Matrix.vecMulVec_apply, Finset.sum_mul]
  congr 1 <;> exact Finset.sum_congr rfl fun j _ => by ring

/-- For a unit CI vector `c` and a vector `s` orthogonal to it, the generator satisfies
`K³ = -d² K`, where `d` is the norm of `s`. -/
theorem generator_cube (c s : n → ℝ) (hc : c ⬝ᵥ c = 1) (hcs : c ⬝ᵥ s = 0) :
    generator c s ^ 3 = -(ciNorm s ^ 2) • generator c s := by
  have hsc : s ⬝ᵥ c = 0 := by rw [dotProduct_comm, hcs]
  rw [ciNorm_sq]
  simp only [pow_succ, pow_zero, one_mul, generator, sub_mul, mul_sub, smul_mul_assoc,
    outer_mul_outer, hc, hcs, hsc]
  module

/-- A real matrix with `J³ = -J` has the closed exponential
`exp(θJ) = 1 + sin θ J + (1 - cos θ) J²` for every angle `θ`. -/
theorem exp_smul_of_cube (J : Matrix n n ℝ) (hJ : J ^ 3 = -J) (θ : ℝ) :
    NormedSpace.exp (θ • J) = 1 + Real.sin θ • J + (1 - Real.cos θ) • J ^ 2 := by
  have h3 : J * J ^ 2 = -J := (pow_succ' J 2).symm.trans hJ
  -- the right-hand side R solves R' = J R
  have hJR : ∀ t : ℝ, J * (1 + Real.sin t • J + (1 - Real.cos t) • J ^ 2)
      = Real.cos t • J + Real.sin t • J ^ 2 := by
    intro t
    rw [mul_add, mul_add, mul_one, mul_smul_comm, mul_smul_comm, h3, ← sq]
    module
  have hR : ∀ t : ℝ, HasDerivAt
      (fun t : ℝ => 1 + Real.sin t • J + (1 - Real.cos t) • J ^ 2)
      (Real.cos t • J + Real.sin t • J ^ 2) t := by
    intro t
    have h1 := (Real.hasDerivAt_sin t).smul_const J
    have h2 := ((Real.hasDerivAt_cos t).const_sub 1).smul_const (J ^ 2)
    exact ((h1.const_add (1 : Matrix n n ℝ)).fun_add h2).congr_deriv (by simp only [neg_neg])
  -- hence exp(-tJ) R(t) does not depend on t
  have hF : ∀ t : ℝ, HasDerivAt
      (fun t : ℝ => NormedSpace.exp (t • (-J)) *
        (1 + Real.sin t • J + (1 - Real.cos t) • J ^ 2)) 0 t := by
    intro t
    refine ((hasDerivAt_exp_smul_const (-J) t).fun_mul (hR t)).congr_deriv ?_
    rw [mul_assoc, neg_mul, hJR, mul_neg, neg_add_cancel]
  have hconst := is_const_of_deriv_eq_zero (fun t => (hF t).differentiableAt)
    (fun t => (hF t).deriv) θ 0
  have hone : NormedSpace.exp (θ • (-J)) *
      (1 + Real.sin θ • J + (1 - Real.cos θ) • J ^ 2) = 1 := by
    simpa [NormedSpace.exp_zero] using hconst
  have hinv : NormedSpace.exp (θ • J) * NormedSpace.exp (θ • (-J)) = 1 := by
    have hcomm : Commute (θ • J) (θ • (-J)) := by
      rw [smul_neg]
      exact (Commute.refl (θ • J)).neg_right
    rw [← Matrix.exp_add_of_commute _ _ hcomm, smul_neg, add_neg_cancel,
      NormedSpace.exp_zero]
  calc NormedSpace.exp (θ • J)
      = NormedSpace.exp (θ • J) * (NormedSpace.exp (θ • (-J)) *
          (1 + Real.sin θ • J + (1 - Real.cos θ) • J ^ 2)) := by rw [hone, mul_one]
    _ = _ := by rw [← mul_assoc, hinv, one_mul]

/-- For orthogonal unit CI vectors `c` and `u`, the step `s = θ u` rotates `c` by the
angle `θ` towards `u`. -/
theorem exp_generator_unit (c u : n → ℝ) (hc : c ⬝ᵥ c = 1) (hu : u ⬝ᵥ u = 1)
    (hcu : c ⬝ᵥ u = 0) (θ : ℝ) :
    NormedSpace.exp (generator c (θ • u)) *ᵥ c = Real.cos θ • c + Real.sin θ • u := by
  have hJ : generator c u ^ 3 = -generator c u := by
    rw [generator_cube c u hc hcu, ciNorm_sq, hu, neg_smul, one_smul]
  have hJc : generator c u *ᵥ c = u := by
    rw [generator_mulVec, hc, dotProduct_comm u c, hcu, one_smul, zero_smul, sub_zero]
  have hJu : generator c u *ᵥ u = -c := by
    rw [generator_mulVec, hcu, hu, one_smul, zero_smul, zero_sub]
  rw [generator_smul, exp_smul_of_cube _ hJ, Matrix.add_mulVec, Matrix.add_mulVec,
    Matrix.one_mulVec, Matrix.smul_mulVec, Matrix.smul_mulVec, sq, ← Matrix.mulVec_mulVec,
    hJc, hJu]
  module

/-- For a unit CI vector `c` and a nonzero `s` orthogonal to it, the norm `d` of `s` is
positive and `exp(K) c = cos(d) c + (sin(d)/d) s`. -/
theorem exp_generator_mulVec (c s : n → ℝ) (hc : c ⬝ᵥ c = 1) (hcs : c ⬝ᵥ s = 0)
    (hs : s ≠ 0) :
    0 < ciNorm s ∧ NormedSpace.exp (generator c s) *ᵥ c
      = Real.cos (ciNorm s) • c + (Real.sin (ciNorm s) / ciNorm s) • s := by
  have hss : 0 < s ⬝ᵥ s :=
    lt_of_le_of_ne (Finset.sum_nonneg fun i _ => mul_self_nonneg (s i))
      (fun h => hs (dotProduct_self_eq_zero.1 h.symm))
  have hd : 0 < ciNorm s := Real.sqrt_pos.2 hss
  refine ⟨hd, ?_⟩
  -- apply the rotation formula to the unit direction s / d
  have hu : ((ciNorm s)⁻¹ • s) ⬝ᵥ ((ciNorm s)⁻¹ • s) = 1 := by
    simp only [smul_dotProduct, dotProduct_smul, smul_eq_mul]
    rw [← ciNorm_sq]
    field_simp
  have hcu : c ⬝ᵥ ((ciNorm s)⁻¹ • s) = 0 := by
    rw [dotProduct_smul, hcs, smul_zero]
  have h := exp_generator_unit c _ hc hu hcu (ciNorm s)
  rw [smul_smul, mul_inv_cancel₀ hd.ne', one_smul, smul_smul, ← div_eq_mul_inv] at h
  exact h

/-- The exponential of the generator is an orthogonal matrix, for any real CI vectors
`c` and `s`. -/
theorem exp_generator_orthogonal (c s : n → ℝ) :
    (NormedSpace.exp (generator c s))ᵀ * NormedSpace.exp (generator c s) = 1 := by
  have hT : (generator c s)ᵀ = -generator c s := by
    ext i j
    simp only [generator, Matrix.transpose_apply, Matrix.sub_apply, Matrix.neg_apply,
      Matrix.vecMulVec_apply]
    ring
  rw [← Matrix.exp_transpose, hT,
    ← Matrix.exp_add_of_commute _ _ (Commute.refl (generator c s)).neg_left,
    neg_add_cancel, NormedSpace.exp_zero]

/-- If two unit CI vectors `c` and `t` have an overlap of magnitude below one, a rotation
by the angle `arccos (c · t)` towards some unit vector `u` orthogonal to `c` takes `c` to `t`. -/
theorem exists_state_transfer (c t : n → ℝ) (hc : c ⬝ᵥ c = 1) (ht : t ⬝ᵥ t = 1)
    (hct : |c ⬝ᵥ t| < 1) :
    ∃ u : n → ℝ, u ⬝ᵥ u = 1 ∧ c ⬝ᵥ u = 0 ∧
      NormedSpace.exp (generator c (Real.arccos (c ⬝ᵥ t) • u)) *ᵥ c = t := by
  obtain ⟨hl, hr⟩ := abs_lt.1 hct
  have hpos : 0 < 1 - (c ⬝ᵥ t) ^ 2 := by nlinarith
  have hsq := Real.sq_sqrt hpos.le
  obtain ⟨i, hi⟩ : ∃ i : ℝ, √(1 - (c ⬝ᵥ t) ^ 2) * i = 1 :=
    ⟨_, mul_inv_cancel₀ (Real.sqrt_pos.2 hpos).ne'⟩
  -- u is the normalised part of t orthogonal to c
  have hu : (i • (t - (c ⬝ᵥ t) • c)) ⬝ᵥ (i • (t - (c ⬝ᵥ t) • c)) = 1 := by
    simp only [smul_dotProduct, dotProduct_smul, sub_dotProduct, dotProduct_sub,
      smul_eq_mul, hc, ht, dotProduct_comm t c]
    linear_combination (-(i ^ 2)) * hsq + (√(1 - (c ⬝ᵥ t) ^ 2) * i + 1) * hi
  have hcu : c ⬝ᵥ (i • (t - (c ⬝ᵥ t) • c)) = 0 := by
    simp only [dotProduct_smul, dotProduct_sub, smul_eq_mul, hc]
    ring
  refine ⟨_, hu, hcu, ?_⟩
  rw [exp_generator_unit c _ hc hu hcu, Real.cos_arccos hl.le hr.le, Real.sin_arccos,
    smul_smul, hi, one_smul]
  abel

end

end CIStateTransfer
```

```lean
#print axioms CIStateTransfer.exp_generator_mulVec
-- 'CIStateTransfer.exp_generator_mulVec' depends on axioms: [propext, Classical.choice, Quot.sound]
#print axioms CIStateTransfer.exp_generator_orthogonal
-- 'CIStateTransfer.exp_generator_orthogonal' depends on axioms: [propext, Classical.choice, Quot.sound]
#print axioms CIStateTransfer.exists_state_transfer
-- 'CIStateTransfer.exists_state_transfer' depends on axioms: [propext, Classical.choice, Quot.sound]
```

## The rotation formula and its hypotheses

The type `n` labels the configurations, and `c : n → ℝ` lists the real coefficients of a state. The expression `c ⬝ᵥ s` is the sum of products of coefficients, written c·s below. `Matrix.vecMulVec s c` is the outer product s cᵀ, so `generator c s` is K, and `ciNorm s` is d. The symbol `*ᵥ` applies a matrix to a vector, and `NormedSpace.exp` is the exponential defined by its power series.

The central theorem, `exp_generator_mulVec`, has three hypotheses: c·c = 1, c·s = 0 and s ≠ 0. It concludes that d > 0 and that

exp(K) c = cos(d) c + (sin(d)/d) s.

The positivity of d makes sin(d)/d an ordinary quotient. At s = 0 the equation would still hold in Lean, where division by zero returns zero, but the positivity would fail.

Orthogonality matters for the formula. If s = c, then K = 0 and exp(K) c = c, while the right-hand side would be (cos 1 + sin 1) c. The formula is therefore not valid for arbitrary s.

The other results have their own hypotheses. `generator_cube` states K³ = −d² K for a unit c and an orthogonal s, which may be zero. `exp_generator_orthogonal` needs no condition on c or s: exp(K) is always an orthogonal matrix, so it preserves the length of every CI vector. `exists_state_transfer` goes in the opposite direction. Given two unit vectors c and t with |c·t| < 1, it supplies a unit vector u orthogonal to c such that the rotation through arccos(c·t) towards u takes c to t.

## What the generator means for a CI state

In multiconfigurational self-consistent-field theory, the CI coefficients can be varied by a state-transfer operator, which moves amplitude from the current state into states orthogonal to it. Here c is the current state, and s collects the step amplitudes as one vector in the configuration basis. The sign convention is fixed by K c = s: to first order, a small step changes c by s.

The letter K may mislead a reader who associates it with orbital rotations, often parametrised by a matrix κ. In this text K acts on CI coefficients only, and the orbitals stay fixed. The letter d is the length of the step, not the dimension of the CI space.

For a single real state in a finite active space, the formula gives the normalised CI update from two vectors and two scalar functions, with no matrix exponential to evaluate. The theorems say nothing about how an optimiser should choose s, about the energy after the step, or about complex coefficients and the simultaneous rotation of several states.

The step from the Lean model to an actual wavefunction is the identification of c·s with the overlap of two states. This is correct when the configurations are orthonormal, as Slater determinants built from orthonormal orbitals are. With non-orthogonal configurations the overlap matrix would enter, and both the generator and the norm would have to be changed.

## The cube of the generator

For any vector v, the definition of K gives

K v = (c·v) s − (s·v) c.

This is `generator_mulVec`, proved by comparing components. The cube follows from the product rule for outer products,

(a bᵀ)(p qᵀ) = (b·p) a qᵀ,

which is the lemma `outer_mul_outer`. With c·c = 1, c·s = 0 and s·s = d², the square is

K² = (c·s) s cᵀ − (c·c) s sᵀ − (s·s) c cᵀ + (s·c) c sᵀ

= −s sᵀ − d² c cᵀ.

Multiplying once more by K gives

K³ = (−s sᵀ − d² c cᵀ)(s cᵀ − c sᵀ)

= −d² s cᵀ + (s·c) s sᵀ − d² (c·s) c cᵀ + d² c sᵀ

= −d² (s cᵀ − c sᵀ)

= −d² K.

In `generator_cube`, the `simp only` call expands the power and applies the product rule together with the known overlaps. The tactic `module` then collects the remaining multiples of outer products. The lemma `ciNorm_sq` supplies d² = s·s.

## The exponential from a differential equation

Let J be any real square matrix with J³ = −J, let θ be a real angle, and write 1 for the identity matrix. Define

R(θ) = 1 + sin θ J + (1 − cos θ) J².

Its derivative is

R′(θ) = cos θ J + sin θ J².

Multiplication by J from the left gives the same matrix:

J R(θ) = J + sin θ J² + (1 − cos θ) J³

= J + sin θ J² − (1 − cos θ) J

= cos θ J + sin θ J².

Hence R′ = J R. Now differentiate the product exp(−θJ) R(θ):

d/dθ [exp(−θJ) R(θ)] = −exp(−θJ) J R(θ) + exp(−θJ) J R(θ) = 0.

(The d in d/dθ is the usual differential sign, not the step length.) The product is therefore constant, and at θ = 0 it equals 1. Multiplying exp(−θJ) R(θ) = 1 from the left by exp(θJ) gives

exp(θJ) = 1 + sin θ J + (1 − cos θ) J².

The proof of `exp_smul_of_cube` has the same structure. Its step `hJR` computes J R, `hR` differentiates R, and `hF` shows that the product has zero derivative. The library theorem `is_const_of_deriv_eq_zero` turns this into equality of the values at θ and 0, from which `hone` follows. Finally, `hinv` proves exp(θJ) exp(−θJ) = 1, using the fact that the two exponents commute, and the closing `calc` block removes the factor exp(−θJ).

## From a unit direction to an arbitrary orthogonal step

Let u be a unit vector orthogonal to c, and set J = u cᵀ − c uᵀ. The cube formula with d = 1 gives J³ = −J. The action on a vector gives

J c = u,

J u = −c,

and so J² c = −c. Applying the closed exponential to c yields

exp(θJ) c = c + sin θ u − (1 − cos θ) c

= cos θ c + sin θ u.

This is `exp_generator_unit`. Its statement uses the step θu in place of a multiple of J; `generator_smul` connects the two, because the generator is linear in its second vector. The steps `hJ`, `hJc` and `hJu` are the three facts about J just used, and `module` combines the coefficients of c and u.

For a general nonzero s orthogonal to c, we have s·s > 0 and hence d > 0. Set u = s/d. Then u·u = (s·s)/d² = 1 and c·u = 0, while K = dJ. Taking θ = d gives

exp(K) c = cos(d) c + sin(d) (s/d),

which is the central formula. In `exp_generator_mulVec`, `hss` and `hd` establish the positivity, `hu` and `hcu` check that s/d is a unit vector orthogonal to c, and the last rewriting turns d(s/d) back into s.

## Preserved length and the rotation to a given target

Transposing the generator exchanges its two terms:

Kᵀ = c sᵀ − s cᵀ = −K.

The transpose of exp(K) is therefore exp(−K). Since K and −K commute,

exp(K)ᵀ exp(K) = exp(−K + K) = 1.

`exp_generator_orthogonal` carries out these steps, with `hT` as the antisymmetry. No orthogonality between c and s is used, so the length is preserved even where the two-vector formula for the update does not apply.

To reach a given unit vector t, let x = c·t with |x| < 1, and remove from t its component along c:

w = t − x c.

Then c·w = x − x = 0, and

w·w = 1 − 2x² + x² = 1 − x² > 0.

The vector u = w/√(1 − x²) is thus a unit vector orthogonal to c. With θ = arccos x we have cos θ = x and sin θ = √(1 − x²), so the rotation gives

cos θ c + sin θ u = x c + w = t.

In `exists_state_transfer`, the number `i` is the reciprocal of √(1 − x²), and u appears as `i` times w. The `linear_combination` step verifies its unit length. The proof then applies `exp_generator_unit`, inserts the cosine and sine of arccos x, and cancels the two terms in c.

The condition |x| < 1 excludes t = c and t = −c, for which w vanishes and this construction gives no direction u. It also implies that there are at least two configurations, since two real unit vectors with a single component can differ only in sign.
